# A differentiable self-energy S(w − k²/2) with slope S′ ≠ 1 leaves a continuous quasiparticle band with the bare mass

## The dispersion as a given solution

The quasiparticle energy enters here as a function E that is given and satisfies, at every real k,

E(k) = k²/2 + Sg(k, E(k)).

Here k is the momentum, Sg(k, w) is the self-energy at momentum k and energy w, in units where ħ and the bare mass are 1. The Lean comment on `IsDispersion` writes these units as ħ = m = 1; everywhere else m is the effective mass. No solution is constructed, and none is singled out if there are several. For example, if Sg(k, w) = (w − k²/2)², then both E = k²/2 and E = k²/2 + 1 solve the equation, and so does a function that jumps between them. Regularity of E is therefore a separate assumption.

The self-energy is real, so the quasiparticle has no lifetime broadening. The momentum is a single real number, as for an isotropic system followed along one direction.

## Weight, mass and the bare energy shell

The energy slope of Sg fixes the quasiparticle weight

Z = 1/(1 − ∂Sg/∂w),

taken at w = E(k). The condition ∂Sg/∂w ≠ 1 keeps Z finite. Where the slope equals 1, a small change of E alters both sides of the quasiparticle equation equally to first order, and the equation no longer fixes the energy at that order.

The effective mass m, in units of the bare mass, is defined by k = m v, where v = E′(k) is the group velocity. Energy and momentum slopes both enter it. A sufficient condition for them to compensate, where S is differentiable with slope different from 1, is

Sg(k, w) = S(w − k²/2)

for a function S of one variable. This form is postulated, not derived from an interaction: it says that the self-energy depends only on how far the energy w lies from the bare energy shell. In this model with a real self-energy, a bare effective mass says nothing about how far Z is from 1.

## What the theorems say

`IsDispersion Sg E` is the quasiparticle equation at all k, and `weight Sg k w` is Z. `IsEffectiveMass E k m` says that E has some derivative v at k and that k = m v. Nothing is divided by v, so a point with v = 0 and k ≠ 0 has no effective mass, while at k = 0 with v = 0 every m qualifies.

The general theorems assume that Sg is differentiable jointly in both variables at (k, E(k)), that E is differentiable at k, and that ∂Sg/∂w ≠ 1 there.

- `group_velocity` gives E′(k) = Z (k + ∂Sg/∂k).
- `effectiveMass_iff` says that m is an effective mass exactly when m (k + ∂Sg/∂k) = k (1 − ∂Sg/∂w).
- `bare_mass_iff` is the case m = 1, with the criterion ∂Sg/∂k = −k ∂Sg/∂w.

For `shellSelfEnergy S`, which is S(w − k²/2), less is asked of E: it need only be continuous at k. The function S must be differentiable at the single point E(k) − k²/2, with slope different from 1.

- `rigid_shift` says that E is a free parabola plus a constant near k.
- `velocity_unrenormalised` gives E′(k) = k.
- `mass_unrenormalised` adds that, for k ≠ 0, the only effective mass is 1.

Two further theorems probe the range of the result. `any_weight_witness` realises every nonzero Z with the free parabola as dispersion. This includes negative values and values above 1, because no causality or sum-rule condition is imposed on Sg. `unit_slope_arbitrary` shows that for S(x) = x every function E is a dispersion, so for this S the velocity can be anything. Slope 1 at a fixed point does not always have this effect: for S(x) = x + x² the only fixed point is x = 0, and E(k) = k²/2 is the only dispersion.

## Differentiating along the dispersion

Differentiate the quasiparticle equation at k. The self-energy changes through its first argument and, via E, through its second:

v = k + ∂Sg/∂k + (∂Sg/∂w) v.

Collecting the terms in v gives

(1 − ∂Sg/∂w) v = k + ∂Sg/∂k,

and division by the nonzero bracket gives v = Z (k + ∂Sg/∂k).

For the mass, multiply k = m v by the same bracket:

k (1 − ∂Sg/∂w) = m (k + ∂Sg/∂k).

Since the bracket is nonzero, the step can be reversed. Setting m = 1 and cancelling k leaves ∂Sg/∂k = −k ∂Sg/∂w.

For Sg = S(w − k²/2) the slopes are ∂Sg/∂w = S′ and ∂Sg/∂k = −k S′, so the criterion holds and

v = Z (k − k S′) = k.

## Why continuity of E is enough

That last calculation presupposes that E is differentiable. A different argument needs only continuity. Define the shift x(q) = E(q) − q²/2 at momentum q. The quasiparticle equation becomes

x(q) = S(x(q)),

so every shift is a fixed point of S. Let x₀ = x(k). Since S(x₀) = x₀, for y near x₀

S(y) − y = (S′(x₀) − 1)(y − x₀) + o(y − x₀).

The coefficient is nonzero, so there is no other fixed point close to x₀. By continuity x(q) stays close to x₀ when q is close to k, and hence x(q) = x₀ there. Thus

E(q) = q²/2 + x₀ for q near k,

and its derivative at k is k. If k ≠ 0, then k = m k forces m = 1.

## Numbers at k = 1

Take S(x) = 0.3 − 0.5 x. The fixed-point equation x = 0.3 − 0.5 x gives x = 0.2, so E(k) = k²/2 + 0.2 and E(1) = 0.7. The slopes at k = 1 are ∂Sg/∂w = −0.5 and ∂Sg/∂k = 0.5. Therefore

Z = 1/1.5 = 2/3,

v = (2/3)(1 + 0.5) = 1.

A third of the weight is missing, yet the mass is the bare one. Compare Sg = −0.5 w, which has the same energy slope but no momentum dependence. Then E = k²/3, so v = 2/3 at k = 1 and m = 1.5 = 1/Z. Both linear forms can only be approximations over a limited range of energies: if they held at all energies, the total spectral weight would be 2/3 instead of 1.

## The Lean file

```lean
import Mathlib

open Filter Topology

namespace QuasiparticleMass

noncomputable section

/-- `E` is a quasiparticle dispersion for the real self-energy `Sg k w`:
`E(k) = k²/2 + Sg(k, E(k))` at every `k`, in units with `ħ = m = 1`. -/
def IsDispersion (Sg : ℝ → ℝ → ℝ) (E : ℝ → ℝ) : Prop :=
  ∀ k, E k = k ^ 2 / 2 + Sg k (E k)

/-- The quasiparticle weight `Z = 1 / (1 - ∂Sg/∂w)` at `(k, w)`, meaningful where the derivative
exists and `∂Sg/∂w ≠ 1`. -/
def weight (Sg : ℝ → ℝ → ℝ) (k w : ℝ) : ℝ :=
  1 / (1 - deriv (fun u => Sg k u) w)

/-- `m` is an effective mass at `k`, in units of the bare mass: the dispersion has a
group velocity `v` at `k`, and `k = m v`. -/
def IsEffectiveMass (E : ℝ → ℝ) (k m : ℝ) : Prop :=
  ∃ v, HasDerivAt E v k ∧ k = m * v

/-- The self-energy `S(w - k²/2)`, which depends only on the energy measured from the
free-particle energy. -/
def shellSelfEnergy (S : ℝ → ℝ) (k w : ℝ) : ℝ :=
  S (w - k ^ 2 / 2)

/-- A free parabola shifted by a constant energy `c` has group velocity `k`. -/
theorem shifted_parabola_velocity (k c : ℝ) :
    HasDerivAt (fun q : ℝ => q ^ 2 / 2 + c) k k :=
  (((hasDerivAt_pow 2 k).div_const 2).add_const c).congr_deriv (by norm_num)

/-- For a self-energy differentiable at `(k, E(k))`, the group velocity `v` of a
dispersion obeys `v = k + ∂Sg/∂k + (∂Sg/∂w) v`. -/
theorem velocity_balance {Sg : ℝ → ℝ → ℝ} {E : ℝ → ℝ} {k v : ℝ}
    (hD : IsDispersion Sg E)
    (hS : DifferentiableAt ℝ (fun p : ℝ × ℝ => Sg p.1 p.2) (k, E k))
    (hE : HasDerivAt E v k) :
    v = k + deriv (fun q => Sg q (E k)) k + deriv (fun u => Sg k u) (E k) * v := by
  have hL := hS.hasFDerivAt
  set L := fderiv ℝ (fun p : ℝ × ℝ => Sg p.1 p.2) (k, E k)
  -- the two partial derivatives and the total derivative along the dispersion
  have hk : HasDerivAt (fun q => Sg q (E k)) (L (1, 0)) k :=
    hL.comp_hasDerivAt_of_eq k ((hasDerivAt_id' k).prodMk (hasDerivAt_const k (E k))) rfl
  have hw : HasDerivAt (fun u => Sg k u) (L (0, 1)) (E k) :=
    hL.comp_hasDerivAt_of_eq (E k)
      ((hasDerivAt_const (E k) k).prodMk (hasDerivAt_id' (E k))) rfl
  have ht : HasDerivAt (fun q => Sg q (E q)) (L (1, v)) k :=
    hL.comp_hasDerivAt_of_eq k ((hasDerivAt_id' k).prodMk hE) rfl
  have hsplit : L (1, v) = L (1, 0) + v * L (0, 1) := by
    have h : ((1 : ℝ), v) = (1, 0) + v • ((0 : ℝ), (1 : ℝ)) := by simp
    rw [h, map_add, map_smul, smul_eq_mul]
  -- differentiate both sides of the dispersion equation
  have hsum := (shifted_parabola_velocity k 0).fun_add ht
  have hfun : (fun q => q ^ 2 / 2 + 0 + Sg q (E q)) = E := by
    funext q
    linarith [hD q]
  rw [hfun] at hsum
  have hv := hE.unique hsum
  rw [hk.deriv, hw.deriv]
  linear_combination hv + hsplit

/-- Where the self-energy and the dispersion are differentiable and `∂Sg/∂w ≠ 1`, the
group velocity is `E'(k) = Z (k + ∂Sg/∂k)`. -/
theorem group_velocity {Sg : ℝ → ℝ → ℝ} {E : ℝ → ℝ} {k : ℝ}
    (hD : IsDispersion Sg E)
    (hS : DifferentiableAt ℝ (fun p : ℝ × ℝ => Sg p.1 p.2) (k, E k))
    (hE : DifferentiableAt ℝ E k) (h1 : deriv (fun u => Sg k u) (E k) ≠ 1) :
    HasDerivAt E (weight Sg k (E k) * (k + deriv (fun q => Sg q (E k)) k)) k := by
  refine hE.hasDerivAt.congr_deriv ?_
  have hb := velocity_balance hD hS hE.hasDerivAt
  have hne : 1 - deriv (fun u => Sg k u) (E k) ≠ 0 := sub_ne_zero.2 (Ne.symm h1)
  rw [weight, one_div_mul_eq_div, eq_div_iff hne]
  linear_combination hb

/-- Where the self-energy and the dispersion are differentiable and `∂Sg/∂w ≠ 1`, `m` is
an effective mass exactly when `m (k + ∂Sg/∂k) = k (1 - ∂Sg/∂w)`. -/
theorem effectiveMass_iff {Sg : ℝ → ℝ → ℝ} {E : ℝ → ℝ} {k m : ℝ}
    (hD : IsDispersion Sg E)
    (hS : DifferentiableAt ℝ (fun p : ℝ × ℝ => Sg p.1 p.2) (k, E k))
    (hE : DifferentiableAt ℝ E k) (h1 : deriv (fun u => Sg k u) (E k) ≠ 1) :
    IsEffectiveMass E k m ↔
      m * (k + deriv (fun q => Sg q (E k)) k)
        = k * (1 - deriv (fun u => Sg k u) (E k)) := by
  constructor
  · rintro ⟨v, hv, hm⟩
    have hb := velocity_balance hD hS hv
    linear_combination (-m) * hb - (1 - deriv (fun u => Sg k u) (E k)) * hm
  · intro h
    have hb := velocity_balance hD hS hE.hasDerivAt
    have hne : 1 - deriv (fun u => Sg k u) (E k) ≠ 0 := sub_ne_zero.2 (Ne.symm h1)
    refine ⟨deriv E k, hE.hasDerivAt, mul_right_cancel₀ hne ?_⟩
    linear_combination (-m) * hb - h

/-- Where the self-energy and the dispersion are differentiable and `∂Sg/∂w ≠ 1`, the bare
mass is an effective mass exactly when `∂Sg/∂k = -k ∂Sg/∂w`. -/
theorem bare_mass_iff {Sg : ℝ → ℝ → ℝ} {E : ℝ → ℝ} {k : ℝ}
    (hD : IsDispersion Sg E)
    (hS : DifferentiableAt ℝ (fun p : ℝ × ℝ => Sg p.1 p.2) (k, E k))
    (hE : DifferentiableAt ℝ E k) (h1 : deriv (fun u => Sg k u) (E k) ≠ 1) :
    IsEffectiveMass E k 1 ↔
      deriv (fun q => Sg q (E k)) k = -k * deriv (fun u => Sg k u) (E k) := by
  rw [effectiveMass_iff hD hS hE h1]
  constructor <;> intro h <;> linear_combination h

/-- For the self-energy `S(w - k²/2)`, with `S` differentiable and `S' ≠ 1` at
`E(k) - k²/2`, a dispersion continuous at `k` is a rigidly shifted free parabola near `k`. -/
theorem rigid_shift {S E : ℝ → ℝ} {k : ℝ}
    (hD : IsDispersion (shellSelfEnergy S) E) (hE : ContinuousAt E k)
    (hS : DifferentiableAt ℝ S (E k - k ^ 2 / 2)) (h1 : deriv S (E k - k ^ 2 / 2) ≠ 1) :
    ∀ᶠ q in 𝓝 k, E q = q ^ 2 / 2 + (E k - k ^ 2 / 2) := by
  -- the fixed point of `S` at `E k - k²/2` is isolated
  have hd := hS.hasDerivAt.fun_sub (hasDerivAt_id' (E k - k ^ 2 / 2))
  have hne : ∀ᶠ y in 𝓝[≠] (E k - k ^ 2 / 2), S y - y ≠ 0 :=
    hd.eventually_ne (sub_ne_zero.2 h1)
  rw [eventually_nhdsWithin_iff] at hne
  have hp : ContinuousAt (fun q : ℝ => q ^ 2 / 2) k := by fun_prop
  have hc : Tendsto (fun q => E q - q ^ 2 / 2) (𝓝 k) (𝓝 (E k - k ^ 2 / 2)) :=
    Filter.Tendsto.sub hE hp
  -- by continuity the shift cannot jump to another fixed point
  filter_upwards [hc.eventually hne] with q hq
  by_contra hcon
  have hfix : E q = q ^ 2 / 2 + S (E q - q ^ 2 / 2) := hD q
  refine hq (fun h => hcon ?_) (by linarith)
  have h' : E q - q ^ 2 / 2 = E k - k ^ 2 / 2 := h
  linarith

/-- For the self-energy `S(w - k²/2)`, with `S` differentiable and `S' ≠ 1` at
`E(k) - k²/2`, a dispersion continuous at `k` has group velocity exactly `k`. -/
theorem velocity_unrenormalised {S E : ℝ → ℝ} {k : ℝ}
    (hD : IsDispersion (shellSelfEnergy S) E) (hE : ContinuousAt E k)
    (hS : DifferentiableAt ℝ S (E k - k ^ 2 / 2)) (h1 : deriv S (E k - k ^ 2 / 2) ≠ 1) :
    HasDerivAt E k k :=
  (shifted_parabola_velocity k (E k - k ^ 2 / 2)).congr_of_eventuallyEq
    (rigid_shift hD hE hS h1)

/-- For the self-energy `S(w - k²/2)`, with `S` differentiable and `S' ≠ 1` at `E(k) - k²/2`, and a
dispersion continuous at `k ≠ 0`, the bare mass is the only effective mass at `k`. -/
theorem mass_unrenormalised {S E : ℝ → ℝ} {k m : ℝ} (hk : k ≠ 0)
    (hD : IsDispersion (shellSelfEnergy S) E) (hE : ContinuousAt E k)
    (hS : DifferentiableAt ℝ S (E k - k ^ 2 / 2)) (h1 : deriv S (E k - k ^ 2 / 2) ≠ 1) :
    IsEffectiveMass E k m ↔ m = 1 := by
  have hv := velocity_unrenormalised hD hE hS h1
  constructor
  · rintro ⟨v, hv', hm⟩
    rw [hv'.unique hv] at hm
    exact mul_right_cancel₀ hk (by linarith)
  · rintro rfl
    exact ⟨k, hv, (one_mul k).symm⟩

/-- Every nonzero weight `z` occurs: for `S(x) = (1 - 1/z) x` the free parabola is a
dispersion, and on it `∂Sg/∂w ≠ 1` and `Z = z`. -/
theorem any_weight_witness {z : ℝ} (hz : z ≠ 0) (k : ℝ) :
    IsDispersion (shellSelfEnergy fun x => (1 - 1 / z) * x) (fun q => q ^ 2 / 2) ∧
      deriv (fun u => shellSelfEnergy (fun x => (1 - 1 / z) * x) k u) (k ^ 2 / 2) ≠ 1 ∧
      weight (shellSelfEnergy fun x => (1 - 1 / z) * x) k (k ^ 2 / 2) = z := by
  have hd : HasDerivAt (fun u => shellSelfEnergy (fun x => (1 - 1 / z) * x) k u)
      ((1 - 1 / z) * 1) (k ^ 2 / 2) :=
    ((hasDerivAt_id' (k ^ 2 / 2)).sub_const (k ^ 2 / 2)).const_mul (1 - 1 / z)
  refine ⟨fun q => ?_, ?_, ?_⟩
  · simp [shellSelfEnergy]
  · rw [hd.deriv]
    intro h
    exact one_div_ne_zero hz (by linarith)
  · rw [weight, hd.deriv, mul_one, sub_sub_cancel, one_div_one_div]

/-- For `S(x) = x`, whose slope is `1`, every function `E` is a dispersion. -/
theorem unit_slope_arbitrary (E : ℝ → ℝ) :
    IsDispersion (shellSelfEnergy fun x => x) E := by
  intro k
  change E k = k ^ 2 / 2 + (E k - k ^ 2 / 2)
  ring

end

end QuasiparticleMass
```

```lean
#print axioms QuasiparticleMass.group_velocity
#print axioms QuasiparticleMass.bare_mass_iff
#print axioms QuasiparticleMass.mass_unrenormalised
#print axioms QuasiparticleMass.unit_slope_arbitrary
```

```
'QuasiparticleMass.group_velocity' depends on axioms: [propext, Classical.choice, Quot.sound]
'QuasiparticleMass.bare_mass_iff' depends on axioms: [propext, Classical.choice, Quot.sound]
'QuasiparticleMass.mass_unrenormalised' depends on axioms: [propext, Classical.choice, Quot.sound]
'QuasiparticleMass.unit_slope_arbitrary' depends on axioms: [propext, Classical.choice, Quot.sound]
```

## The chain rule and the isolated fixed point in Lean

`velocity_balance` carries the general part. Its `L` is the total derivative of Sg at (k, E(k)), a linear map on pairs. Moving along momentum alone gives `L (1, 0)`, along energy alone `L (0, 1)`, and along the dispersion `L (1, v)`. The step `hsplit` uses linearity to write the last as the first plus v times the second, which is the two-variable chain rule. Joint differentiability is what supplies `L`. The right-hand side of the quasiparticle equation is then differentiated and identified with E by `hfun`, and uniqueness of the derivative equates the two velocities.

`group_velocity` solves this balance for v, with `hne` recording that the bracket is nonzero. In `effectiveMass_iff` the forward direction is the multiplication done above, and the reverse direction cancels the bracket with `mul_right_cancel₀`. `bare_mass_iff` substitutes m = 1 and rearranges.

`rigid_shift` follows the fixed-point argument. The function S(y) − y has derivative S′(x₀) − 1 at x₀, and `eventually_ne` turns this nonzero slope into the statement that S(y) − y ≠ 0 for all y near x₀ other than x₀ itself. The limit `hc` expresses continuity of the shift. After `filter_upwards`, a momentum q near k whose shift differed from x₀ would give a second nearby fixed point, which is a contradiction.

`velocity_unrenormalised` transfers the derivative of the shifted parabola, computed in `shifted_parabola_velocity`, to E, because the two functions agree near k. `mass_unrenormalised` combines this with uniqueness of the derivative and cancels k.

In `any_weight_witness` the function S(x) = (1 − 1/z) x has slope 1 − 1/z, so 1 − ∂Sg/∂w = 1/z and Z = z. Since S(0) = 0, the free parabola solves the equation. In `unit_slope_arbitrary` the two terms k²/2 cancel and leave E(k) = E(k).
